# Charge conjugation reverses the Dirac current for anticommuting components but not for complex ones

In the Dirac representation let ψᶜ = iγ₂ψ*. For ψ ∈ ℂ⁴, the density ψ†ψ and the current ψ†α_kψ are unchanged, while ψ†βψ changes sign. If instead the components satisfy ψ_a*ψ_b + ψ_bψ_a* = δ_ab, the density becomes 4 − ψ†ψ, the current changes sign and ψ†βψ is unchanged.

```lean
import Mathlib

open Matrix Complex

namespace DiracChargeConjugation

noncomputable section
```

## Matrices, spinors and bilinears

The velocity matrices α₁, α₂, α₃ are `alpha 0`, `alpha 1`, `alpha 2`; spinor components are also numbered from 0.

```lean
/-- The three velocity matrices `α₁, α₂, α₃` in the Dirac representation, indexed from `0`. -/
def alpha : Fin 3 → Matrix (Fin 4) (Fin 4) ℂ :=
  ![!![0, 0, 0, 1; 0, 0, 1, 0; 0, 1, 0, 0; 1, 0, 0, 0],
    !![0, 0, 0, -I; 0, 0, I, 0; 0, -I, 0, 0; I, 0, 0, 0],
    !![0, 0, 1, 0; 0, 0, 0, -1; 1, 0, 0, 0; 0, -1, 0, 0]]
```

The matrix β has diagonal (1, 1, −1, −1).

```lean
/-- The matrix `β` in the Dirac representation. -/
def beta : Matrix (Fin 4) (Fin 4) ℂ :=
  !![1, 0, 0, 0; 0, 1, 0, 0; 0, 0, -1, 0; 0, 0, 0, -1]
```

With γ₂ = βα₂, write K for iγ₂.

```lean
/-- The matrix `i γ₂`, where `γ₂ = β α₂`. -/
def iGamma2 : Matrix (Fin 4) (Fin 4) ℂ := I • (beta * alpha 1)
```

Components lie in a complex algebra `A` with a star, which is complex conjugation for A = ℂ and the adjoint for operators. Conjugation is

ψᶜ_a = Σ_b K_ab ψ_b*.

```lean
variable {A : Type*} [Ring A] [StarRing A] [Algebra ℂ A]

/-- The charge-conjugate spinor `ψᶜ = i γ₂ ψ*`, for components in a star-algebra. -/
def chargeConj (ψ : Fin 4 → A) : Fin 4 → A :=
  fun a => ∑ b, iGamma2 a b • star (ψ b)
```

One definition of ψ†Mψ serves both cases, with the starred factor on the left:

ψ†Mψ = Σ_ab M_ab ψ_a*ψ_b.

```lean
/-- The bilinear `ψ† M ψ`, with the starred component on the left. -/
def bilinear (M : Matrix (Fin 4) (Fin 4) ℂ) (ψ : Fin 4 → A) : A :=
  ∑ a, ∑ b, M a b • (star (ψ a) * ψ b)
```

The quantized case postulates the relation below. It stands for the equal-time anticommutator of a fermion field at one lattice site; the companion relation ψ_aψ_b + ψ_bψ_a = 0 is not needed.

```lean
/-- The anticommutation relation `ψ_a* ψ_b + ψ_b ψ_a* = δ_ab` for `n` components. -/
def IsCAR {R : Type*} [Ring R] [StarRing R] {n : ℕ} (ψ : Fin n → R) : Prop :=
  ∀ a b, star (ψ a) * ψ b + ψ b * star (ψ a) = if a = b then 1 else 0
```

## The conjugate spinor

Multiplying out iβα₂ leaves the antidiagonal (1, −1, −1, 1), so K is real and symmetric.

```lean
/-- In the Dirac representation `i γ₂` is a real matrix with entries `±1` on the
antidiagonal. -/
theorem iGamma2_eq :
    iGamma2 = !![0, 0, 0, 1; 0, 0, -1, 0; 0, -1, 0, 0; 1, 0, 0, 0] := by
  ext i j
  fin_cases i <;> fin_cases j <;>
    simp [iGamma2, beta, alpha]
```

Hence

ψᶜ = (ψ₃*, −ψ₂*, −ψ₁*, ψ₀*).

```lean
/-- Charge conjugation reverses the order of the components, stars them, and changes the
sign of the middle two. -/
theorem chargeConj_eq (ψ : Fin 4 → A) :
    chargeConj ψ = ![star (ψ 3), -star (ψ 2), -star (ψ 1), star (ψ 0)] := by
  funext a
  fin_cases a <;> simp [chargeConj, iGamma2_eq, Fin.sum_univ_four]
```

A second application restores the order, and the signs and stars cancel in pairs.

```lean
/-- Charge conjugation applied twice gives back the original spinor. -/
theorem chargeConj_chargeConj (ψ : Fin 4 → A) : chargeConj (chargeConj ψ) = ψ := by
  rw [chargeConj_eq, chargeConj_eq]
  funext a
  fin_cases a <;> simp
```

Since K† = K and K² = 1, K†MK equals M when M commutes with βα₂ and −M when M anticommutes with it. The matrices α₁ and α₃ commute with it and are symmetric; α₂ anticommutes with it and is antisymmetric; β anticommutes with it and is symmetric. Therefore

K†K = 1, K†α_kK = α_kᵀ, K†βK = −βᵀ.

Lean checks these entry by entry.

```lean
/-- With `K = i γ₂`, one has `K† K = 1`, `K† α_k K = α_kᵀ` and `K† β K = -βᵀ`. -/
theorem iGamma2_conjugation :
    iGamma2ᴴ * 1 * iGamma2 = 1 ∧ (∀ k, iGamma2ᴴ * alpha k * iGamma2 = (alpha k)ᵀ) ∧
      iGamma2ᴴ * beta * iGamma2 = -betaᵀ := by
  rw [iGamma2_eq]
  refine ⟨?_, fun k => ?_, ?_⟩
  · ext i j
    fin_cases i <;> fin_cases j <;> simp [Matrix.mul_apply, Fin.sum_univ_four]
  · ext i j
    fin_cases k <;> fin_cases i <;> fin_cases j <;>
      simp [alpha, Matrix.mul_apply, Fin.sum_univ_four]
  · ext i j
    fin_cases i <;> fin_cases j <;> simp [beta, Matrix.mul_apply, Fin.sum_univ_four]
```

Starring ψᶜ_c gives Σ_a (K†)_ac ψ_a, so

ψᶜ†Mψᶜ = Σ_ab N_ab ψ_aψ_b*, N = K†MK.

The starred factor now stands on the right.

```lean
/-- A bilinear of the conjugate spinor is a sum of products `ψ_a ψ_b*`, in this order, with
coefficients `K† M K`, where `K = i γ₂`. -/
theorem bilinear_chargeConj (M : Matrix (Fin 4) (Fin 4) ℂ) (ψ : Fin 4 → A) :
    bilinear M (chargeConj ψ) =
      ∑ a, ∑ b, (iGamma2ᴴ * M * iGamma2) a b • (ψ a * star (ψ b)) := by
  rw [bilinear, chargeConj_eq, iGamma2_eq]
  simp [Matrix.mul_apply, Fin.sum_univ_four]
  abel
```

## Restoring the order

Complex numbers commute, so ψ_aψ_b* = ψ_b*ψ_a and

ψᶜ†Mψᶜ = ψ†Nᵀψ.

For M = 1, α_k, β, the matrix Nᵀ is 1, α_k, −β. In the proof, `key` is this reordering.

```lean
/-- For a spinor in `ℂ⁴`, charge conjugation leaves the density `ψ†ψ` and the current
`ψ†α_kψ` unchanged and reverses the sign of `ψ†βψ`. -/
theorem classical_chargeConj (ψ : Fin 4 → ℂ) :
    bilinear 1 (chargeConj ψ) = bilinear 1 ψ ∧
      (∀ k, bilinear (alpha k) (chargeConj ψ) = bilinear (alpha k) ψ) ∧
      bilinear beta (chargeConj ψ) = -bilinear beta ψ := by
  -- commuting components may be reordered freely
  have key : ∀ M : Matrix (Fin 4) (Fin 4) ℂ,
      bilinear M (chargeConj ψ) = bilinear (iGamma2ᴴ * M * iGamma2)ᵀ ψ := by
    intro M
    rw [bilinear_chargeConj, Finset.sum_comm, bilinear]
    refine Finset.sum_congr rfl fun a _ => Finset.sum_congr rfl fun b _ => ?_
    rw [Matrix.transpose_apply, mul_comm (ψ b)]
  obtain ⟨h1, hα, hβ⟩ := iGamma2_conjugation
  refine ⟨?_, fun k => ?_, ?_⟩
  · rw [key, h1, Matrix.transpose_one]
  · rw [key, hα, Matrix.transpose_transpose]
  · rw [key, hβ, Matrix.transpose_neg, Matrix.transpose_transpose]
    simp only [bilinear, Matrix.neg_apply, neg_smul, Finset.sum_neg_distrib]
```

For example, take the normalised spinor ψ = (2, 0, 0, i)/√5, so that ψᶜ = (−i, 0, 0, 2)/√5. Both have density 1, and both have ψ†α₂ψ = (2 + 2)/5 = 4/5. But ψ†βψ goes from (4 − 1)/5 = 3/5 to (1 − 4)/5 = −3/5.

For anticommuting components, ψ_aψ_b* = δ_ab − ψ_b*ψ_a, and so

ψᶜ†Mψᶜ = tr N − ψ†Nᵀψ.

The trace is 4 for M = 1 and 0 for α_k and β, which gives all three results.

The proof turns on `swap`, this exchange stated for all `a` and `b`. The product to be replaced sits under two sums, where the indices are bound and `rw` cannot reach it; `simp only` can rewrite there. The facts `t1` and `t2` then identify the two resulting sums as the trace and the bilinear.

```lean
/-- For components with `ψ_a* ψ_b + ψ_b ψ_a* = δ_ab`, charge conjugation turns the density
`ψ†ψ` into `4 - ψ†ψ`, reverses the current `ψ†α_kψ` and leaves `ψ†βψ` unchanged. -/
theorem quantized_chargeConj (ψ : Fin 4 → A) (h : IsCAR ψ) :
    bilinear 1 (chargeConj ψ) = 4 - bilinear 1 ψ ∧
      (∀ k, bilinear (alpha k) (chargeConj ψ) = -bilinear (alpha k) ψ) ∧
      bilinear beta (chargeConj ψ) = bilinear beta ψ := by
  -- reordering costs a sign and leaves a trace behind
  have key : ∀ M : Matrix (Fin 4) (Fin 4) ℂ, bilinear M (chargeConj ψ) =
      (iGamma2ᴴ * M * iGamma2).trace • (1 : A) -
        bilinear (iGamma2ᴴ * M * iGamma2)ᵀ ψ := by
    intro M
    have swap : ∀ a b, ψ a * star (ψ b) =
        (if b = a then 1 else 0) - star (ψ b) * ψ a := fun a b =>
      eq_sub_of_add_eq (by rw [add_comm]; exact h b a)
    rw [bilinear_chargeConj]
    generalize iGamma2ᴴ * M * iGamma2 = N
    have t1 : ∑ a, ∑ b, N a b • (if b = a then (1 : A) else 0) = N.trace • (1 : A) := by
      simp [Matrix.trace, Finset.sum_smul]
    have t2 : ∑ a, ∑ b, N a b • (star (ψ b) * ψ a) = bilinear Nᵀ ψ := by
      rw [Finset.sum_comm]
      simp only [bilinear, Matrix.transpose_apply]
    simp only [swap, smul_sub, Finset.sum_sub_distrib]
    rw [t1, t2]
  obtain ⟨h1, hα, hβ⟩ := iGamma2_conjugation
  refine ⟨?_, fun k => ?_, ?_⟩
  · have h4 : (1 : Matrix (Fin 4) (Fin 4) ℂ).trace = 4 := by simp
    rw [key, h1, Matrix.transpose_one, h4, Algebra.smul_def, mul_one, map_ofNat]
  · have h0 : (alpha k)ᵀ.trace = 0 := by
      fin_cases k <;> simp [alpha, Matrix.trace, Fin.sum_univ_four]
    rw [key, hα, Matrix.transpose_transpose, h0, zero_smul, zero_sub]
  · have h0 : (-betaᵀ).trace = 0 := by
      simp [beta, Matrix.trace, Fin.sum_univ_four]
    rw [key, hβ, h0, Matrix.transpose_neg, Matrix.transpose_transpose]
    simp only [bilinear, Matrix.neg_apply, neg_smul, Finset.sum_neg_distrib, zero_smul,
      zero_sub, neg_neg]
```

It follows that ψ†ψ − 2 = ½ Σ_a (ψ_a*ψ_a − ψ_aψ_a*) changes sign. This is the charge-symmetric ordering of the density met in QED-based electronic structure, here for four modes at one site and without dynamics. Invariance of the Dirac equation and a unitary operator implementing C are not treated.

## The relation is preserved and can be realised

With s = (1, −1, −1, 1), ψᶜ_a = s_a ψ*_(3−a). The anticommutator of (ψᶜ_a)* and ψᶜ_b is therefore s_a s_b δ_ab = δ_ab.

```lean
/-- If the components of `ψ` satisfy `ψ_a* ψ_b + ψ_b ψ_a* = δ_ab`, so do those of `ψᶜ`. -/
theorem chargeConj_car (ψ : Fin 4 → A) (h : IsCAR ψ) : IsCAR (chargeConj ψ) := by
  have h' : ∀ a b, ψ a * star (ψ b) + star (ψ b) * ψ a = if b = a then 1 else 0 :=
    fun a b => by rw [add_comm]; exact h b a
  rw [chargeConj_eq]
  intro a b
  fin_cases a <;> fin_cases b <;> simp [-neg_add_rev, ← neg_add, h']
```

To build an example, add one mode at a time. Put σ = (0 1; 0 0) in front and replace each old x by D(x) = diag(x, −x).

```lean
/-- The Jordan–Wigner step: a new lowering matrix is put in front, and each old component
`x` becomes `diag(x, -x)`. -/
def addMode {R : Type*} [Ring R] {n : ℕ} (ψ : Fin n → R) :
    Fin (n + 1) → Matrix (Fin 2) (Fin 2) R :=
  Fin.cons !![0, 1; 0, 0] fun i => !![ψ i, 0; 0, -ψ i]
```

Then σ*σ + σσ* = 1. The mixed terms cancel, σ*D(x) + D(x)σ* = 0, because of the minus sign in D(x). Two old components give their former anticommutator on both diagonal entries. The proof splits into these cases.

```lean
/-- The Jordan–Wigner step preserves the relation `ψ_a* ψ_b + ψ_b ψ_a* = δ_ab`. -/
theorem addMode_car {R : Type*} [Ring R] [StarRing R] {n : ℕ} {ψ : Fin n → R}
    (h : IsCAR ψ) : IsCAR (addMode ψ) := by
  intro a b
  rcases Fin.eq_zero_or_eq_succ a with rfl | ⟨i, rfl⟩ <;>
    rcases Fin.eq_zero_or_eq_succ b with rfl | ⟨j, rfl⟩
  · ext r s
    fin_cases r <;> fin_cases s <;> simp [addMode, Matrix.mul_apply, -Matrix.cons_mul]
  · ext r s
    fin_cases r <;> fin_cases s <;>
      simp [addMode, Matrix.mul_apply, -Matrix.cons_mul, (Fin.succ_ne_zero j).symm]
  · ext r s
    fin_cases r <;> fin_cases s <;> simp [addMode, Matrix.mul_apply, -Matrix.cons_mul]
  · have hij := h i j
    by_cases e : i = j
    · subst e
      rw [if_pos rfl] at hij
      ext r s
      fin_cases r <;> fin_cases s <;>
        simp [addMode, Matrix.mul_apply, -Matrix.cons_mul, hij]
    · rw [if_neg e] at hij
      ext r s
      fin_cases r <;> fin_cases s <;>
        simp [addMode, Matrix.mul_apply, -Matrix.cons_mul, hij, e]
```

Starting from no components over ℂ, four steps give four components in nested 2×2 matrices, equivalent to 16×16 complex matrices.

```lean
/-- Four Jordan–Wigner steps starting from `ℂ` give four components that satisfy
`ψ_a* ψ_b + ψ_b ψ_a* = δ_ab`. -/
theorem car_witness :
    IsCAR (addMode (addMode (addMode (addMode (Fin.elim0 : Fin 0 → ℂ))))) :=
  addMode_car (addMode_car (addMode_car (addMode_car fun a => a.elim0)))

end

end DiracChargeConjugation
```

```lean
#print axioms DiracChargeConjugation.chargeConj_chargeConj
#print axioms DiracChargeConjugation.classical_chargeConj
#print axioms DiracChargeConjugation.quantized_chargeConj
#print axioms DiracChargeConjugation.chargeConj_car
```

```
'DiracChargeConjugation.chargeConj_chargeConj' depends on axioms: [propext, Classical.choice, Quot.sound]
'DiracChargeConjugation.classical_chargeConj' depends on axioms: [propext, Classical.choice, Quot.sound]
'DiracChargeConjugation.quantized_chargeConj' depends on axioms: [propext, Classical.choice, Quot.sound]
'DiracChargeConjugation.chargeConj_car' depends on axioms: [propext, Classical.choice, Quot.sound]
```
